# Thermal emission and absorption in a two-level system: rate equations for the populations, and coherences damped at half the sum of the two rates

The theorem `generator_apply` writes out, entry by entry, a Lindblad generator for a two-level system with emission at rate A(n + 1) and absorption at rate An. The ground population r₀₀ changes at the rate A(n + 1)r₁₁ − Anr₀₀, the excited population r₁₁ at the opposite rate, and each coherence is multiplied by −A(2n + 1)/2. There is no Hamiltonian term; A and n are any real numbers, and r is any complex 2 × 2 matrix, not necessarily a density matrix. The attempt compares the two sides in each of the four entries, unfolds all definitions with `simp`, and leaves the remaining algebra to `ring`.

An attempt in Lean 4 with a fault in it:

```lean
import Mathlib

open Matrix Filter Topology

namespace ThermalOpticalMasterEquation

noncomputable section

/-- The lowering matrix, taking the excited state (index 1) to the ground state (index 0). -/
def lowering : Matrix (Fin 2) (Fin 2) ℂ := !![0, 1; 0, 0]

/-- The Lindblad dissipator of a jump operator `c`. -/
def dissipator (c r : Matrix (Fin 2) (Fin 2) ℂ) : Matrix (Fin 2) (Fin 2) ℂ :=
  c * r * cᴴ - (1 / 2 : ℂ) • (cᴴ * c * r + r * (cᴴ * c))

/-- The thermal generator: emission at rate `A (n + 1)` and absorption at rate `A n`. -/
def generator (A n : ℝ) (r : Matrix (Fin 2) (Fin 2) ℂ) : Matrix (Fin 2) (Fin 2) ℂ :=
  (A * (n + 1) : ℂ) • dissipator lowering r + (A * n : ℂ) • dissipator loweringᴴ r

/-- The generator in components: rate equations for the populations, and each coherence multiplied
by `-A(2n+1)/2`. -/
theorem generator_apply (A n : ℝ) (r : Matrix (Fin 2) (Fin 2) ℂ) :
    generator A n r =
      !![(A * (n + 1) * r 1 1 - A * n * r 0 0 : ℂ), -(A * (2 * n + 1) / 2) * r 0 1;
         -(A * (2 * n + 1) / 2) * r 1 0, A * n * r 0 0 - A * (n + 1) * r 1 1] := by
  ext i j
  fin_cases i <;> fin_cases j <;>
    simp [generator, dissipator, lowering, Matrix.mul_apply, Fin.sum_univ_succ] <;> ring

end

end ThermalOpticalMasterEquation
```

Messages:

```
Try this:
  [apply] ring_nf
  
  The `ring` tactic failed to close the goal. Use `ring_nf` to obtain a normal form.
    
  Note that `ring` works primarily in *commutative* rings. If you have a noncommutative ring, abelian group or module, consider using `noncomm_ring`, `abel` or `module` instead.
Try this:
  [apply] ring_nf
  
  The `ring` tactic failed to close the goal. Use `ring_nf` to obtain a normal form.
    
  Note that `ring` works primarily in *commutative* rings. If you have a noncommutative ring, abelian group or module, consider using `noncomm_ring`, `abel` or `module` instead.
Try this:
  [apply] ring_nf
  
  The `ring` tactic failed to close the goal. Use `ring_nf` to obtain a normal form.
    
  Note that `ring` works primarily in *commutative* rings. If you have a noncommutative ring, abelian group or module, consider using `noncomm_ring`, `abel` or `module` instead.
Try this:
  [apply] ring_nf
  
  The `ring` tactic failed to close the goal. Use `ring_nf` to obtain a normal form.
    
  Note that `ring` works primarily in *commutative* rings. If you have a noncommutative ring, abelian group or module, consider using `noncomm_ring`, `abel` or `module` instead.
Main.lean:25:81: error: unsolved goals
case «0».«0»
A n : ℝ
r : Matrix (Fin 2) (Fin 2) ℂ
⊢ ↑A * ↑n * (![0, 1] ᵥ* (r * !![0, 1; 0, 0]ᴴ)) 0 + ↑A * ↑n * r 0 0 * (![0, 1] ᵥ* !![0, 1; 0, 0]ᴴ) 0 * (-1 / 2) +
          ↑A * ↑n * r 0 1 * (![0, 0] ᵥ* !![0, 1; 0, 0]ᴴ) 0 * (-1 / 2) +
        ↑A * ↑n * (![0, 1] ᵥ* (!![0, 1; 0, 0]ᴴ * r)) 0 * (-1 / 2) +
      ↑A * (![0, 1] ᵥ* (r * !![0, 1; 0, 0]ᴴ)) 0 =
    -(↑A * ↑n * r 0 0) + ↑A * ↑n * r 1 1 + ↑A * r 1 1

case «0».«1»
A n : ℝ
r : Matrix (Fin 2) (Fin 2) ℂ
⊢ ↑A * ↑n * (![0, 1] ᵥ* (r * !![0, 1; 0, 0]ᴴ)) 1 + ↑A * ↑n * r 0 1 * (-1 / 2) +
              ↑A * ↑n * r 0 1 * (![0, 0] ᵥ* !![0, 1; 0, 0]ᴴ) 1 * (-1 / 2) +
            ↑A * ↑n * r 0 0 * (![0, 1] ᵥ* !![0, 1; 0, 0]ᴴ) 1 * (-1 / 2) +
          ↑A * ↑n * (![0, 1] ᵥ* (!![0, 1; 0, 0]ᴴ * r)) 1 * (-1 / 2) +
        ↑A * (![0, 1] ᵥ* (r * !![0, 1; 0, 0]ᴴ)) 1 +
      ↑A * r 0 1 * (-1 / 2) =
    -(↑A * ↑n * r 0 1) + ↑A * r 0 1 * (-1 / 2)

case «1».«0»
A n : ℝ
r : Matrix (Fin 2) (Fin 2) ℂ
⊢ ↑A * ↑n * (![0, 0] ᵥ* (r * !![0, 1; 0, 0]ᴴ)) 0 + ↑A * ↑n * r 1 0 * (-1 / 2) +
              ↑A * ↑n * r 1 0 * (![0, 1] ᵥ* !![0, 1; 0, 0]ᴴ) 0 * (-1 / 2) +
            ↑A * ↑n * r 1 1 * (![0, 0] ᵥ* !![0, 1; 0, 0]ᴴ) 0 * (-1 / 2) +
          ↑A * ↑n * (![0, 0] ᵥ* (!![0, 1; 0, 0]ᴴ * r)) 0 * (-1 / 2) +
        ↑A * (![0, 0] ᵥ* (r * !![0, 1; 0, 0]ᴴ)) 0 +
      ↑A * r 1 0 * (-1 / 2) =
    -(↑A * ↑n * r 1 0) + ↑A * r 1 0 * (-1 / 2)

case «1».«1»
A n : ℝ
r : Matrix (Fin 2) (Fin 2) ℂ
⊢ ↑A * ↑n * (![0, 0] ᵥ* (r * !![0, 1; 0, 0]ᴴ)) 1 - ↑A * ↑n * r 1 1 +
                ↑A * ↑n * r 1 1 * (![0, 0] ᵥ* !![0, 1; 0, 0]ᴴ) 1 * (-1 / 2) +
              ↑A * ↑n * r 0 0 +
            ↑A * ↑n * (![0, 0] ᵥ* (!![0, 1; 0, 0]ᴴ * r)) 1 * (-1 / 2) +
          ↑A * ↑n * r 1 0 * (![0, 1] ᵥ* !![0, 1; 0, 0]ᴴ) 1 * (-1 / 2) +
        ↑A * (![0, 0] ᵥ* (r * !![0, 1; 0, 0]ᴴ)) 1 -
      ↑A * r 1 1 =
    -(↑A * ↑n * r 1 1) + ↑A * ↑n * r 0 0 - ↑A * r 1 1
```

The four "Try this" messages say that `ring` did not close the goal, once for each matrix entry; the error then lists the four goals left over. All of them contain terms such as `(![0, 1] ᵥ* (r * !![0, 1; 0, 0]ᴴ)) 0`, a row vector times a matrix. Because `simp` unfolded `lowering` while the products were still whole, its rules for explicit matrices turned products beginning with that matrix into this row form. `Matrix.mul_apply` speaks of an entry of a matrix product and does not fit there. To `ring` the unevaluated terms are unknown numbers, so the sides cannot agree.

The repair changes the order. The new `simp only` writes the sums, products and conjugate transposes as entries while `lowering` is still folded, so the rules for explicit matrices have nothing to act on. After the split into cases, `simp [lowering]` only has to put in single entries, and `ring` can finish any algebra that remains. The added comment has no effect on the proof.

The repair, with which the file compiles:

```diff
@@ -25,6 +25,8 @@
          -(A * (2 * n + 1) / 2) * r 1 0, A * n * r 0 0 - A * (n + 1) * r 1 1] := by
   ext i j
-  fin_cases i <;> fin_cases j <;>
-    simp [generator, dissipator, lowering, Matrix.mul_apply, Fin.sum_univ_succ] <;> ring
+  -- expand every product into entries before inserting the lowering matrix
+  simp only [generator, dissipator, Matrix.add_apply, Matrix.sub_apply, Matrix.smul_apply,
+    Matrix.mul_apply, Matrix.conjTranspose_apply, Fin.sum_univ_two, smul_eq_mul]
+  fin_cases i <;> fin_cases j <;> simp [lowering] <;> ring
 
 end
```
